# For symmetric \(K\) with largest eigenvalue 1, \(\operatorname{tr}\sqrt{1-tK}\) stays finite as \(t\to1^-\) while its slope diverges

Take two identical one-dimensional oscillators, coupled with strength \(t\) through

\[
K=\begin{pmatrix}0&1\\1&0\end{pmatrix}.
\]

The eigenvalues of \(K\) are \(1\) and \(-1\), so the two mode frequencies, in units of the uncoupled frequency, are \(\sqrt{1-t}\) and \(\sqrt{1+t}\). Their sum and its slope are

\[
E(t)=\sqrt{1-t}+\sqrt{1+t},\qquad
E'(t)=-\frac{1}{2\sqrt{1-t}}+\frac{1}{2\sqrt{1+t}}.
\]

At \(t=0.9999\) the sum is within about \(0.01\) of its limit \(\sqrt2\), but the slope is already close to \(-50\). The first mode is going soft: its frequency reaches zero with a vertical tangent. Multiplying the slope by \(\sqrt{1-t}\) removes the divergence and leaves the limit \(-1/2\).

## The slope counts the soft modes

Let \(K\) be a real symmetric matrix with no eigenvalue above 1, let \(m\) be the multiplicity of the eigenvalue 1 (zero if 1 is not an eigenvalue), and let \(E(t)=\operatorname{tr}\sqrt{1-tK}\). Then, as \(t\to1\) from below,

\[
E(t)\to E(1),\qquad \sqrt{1-t}\,E'(t)\to-\frac m2,
\]

and \(E'(t)\to-\infty\) exactly when \(m\ge1\).

The physical model is a set of identical oscillators of frequency \(\omega_0\), with mass-weighted displacements \(x\) and potential energy \(\tfrac12\omega_0^2\,x^{T}(1-tK)x\). The zero-point energy is \(\tfrac12\hbar\omega_0E(t)\). The bound on the eigenvalues says that this potential has no direction of negative curvature for any \(t\) between 0 and 1.

## Energies and gradients near the instability

For many-body dispersion with identical oscillators in the harmonic dipole model, the result means that a finite, smooth-looking energy is no evidence that the gradient is under control. A code that diagonalises \(1-A\), for a coupling matrix \(A\) with largest eigenvalue \(a\) between 0 and 1, can put \(K=A/a\) and \(t=a\). The smallest eigenvalue of \(1-A\) is then \(1-t\), and this is the quantity to monitor.

The derivative \(E'(t)\) becomes a force through the chain rule. If undamped point dipoles are moved apart by a uniform scaling of all distances with a length \(R\), then \(t\propto R^{-3}\), and the force along \(R\) is \(-\tfrac12\hbar\omega_0E'(t)\,dt/dR\). Since \(dt/dR\) stays finite and nonzero at the instability, this force diverges together with \(E'\).

The limit \(-m/2\) can also serve as a check on a gradient routine, for a \(K\) whose \(m\) is known. An eigenvalue slightly below 1 looks soft until \(1-t\) is much smaller than its distance from 1, so the test matrix should have a clear gap.

## From the eigenbasis to the limit

Write \(K=U\Lambda U^{T}\) with \(U\) orthogonal and \(\Lambda\) diagonal with entries \(\lambda_i\). Since \(UU^{T}=1\),

\[
1-tK=U\,\mathrm{diag}(1-t\lambda_i)\,U^{T}.
\]

For \(0\le t\le1\) and \(\lambda_i\le1\) we have \(t\lambda_i\le t\le1\), so every entry is nonnegative. Define

\[
\Omega(t)=U\,\mathrm{diag}\bigl(\sqrt{1-t\lambda_i}\bigr)\,U^{T}.
\]

This matrix is positive semidefinite, and \(U^{T}U=1\) gives \(\Omega(t)^2=1-tK\). By cyclicity of the trace,

\[
E(t)=\operatorname{tr}\Omega(t)=\sum_i\sqrt{1-t\lambda_i}.
\]

Each term is continuous in \(t\), so \(E(t)\to E(1)\).

For \(0\le t<1\) we have \(t\lambda_i\le t<1\), every radicand is positive, and the sum can be differentiated term by term:

\[
E'(t)=\sum_i\frac{-\lambda_i}{2\sqrt{1-t\lambda_i}}.
\]

Multiply by \(\sqrt{1-t}\). A mode with \(\lambda_i=1\) contributes

\[
\sqrt{1-t}\;\frac{-1}{2\sqrt{1-t}}=-\frac12
\]

for every such \(t\). For a mode with \(\lambda_i<1\), the denominator tends to \(2\sqrt{1-\lambda_i}>0\) while the prefactor tends to zero, so the contribution vanishes. Summing over the modes gives \(-m/2\).

If \(m\ge1\), then \(E'(t)\) is \(1/\sqrt{1-t}\), which tends to \(+\infty\), times a quantity with a negative limit, so \(E'(t)\to-\infty\). If \(m=0\), every term of \(E'(t)\) has a finite limit, and so has the sum.

Finally, \(1-K=U\,\mathrm{diag}(1-\lambda_i)\,U^{T}\) has as many zero eigenvalues as there are \(\lambda_i=1\). Hence \(m\) is the dimension of the null space of \(1-K\).

## The Lean file

```lean
import Mathlib

open Matrix Filter Topology

namespace ManyBodyDispersionInstability

noncomputable section

variable {n : Type*} [Fintype n] [DecidableEq n] {K : Matrix n n ℝ}

/-- The frequency matrix `√(1 - tK)` of coupled oscillators with symmetric coupling matrix `K`,
built in the eigenbasis of `K`. It is defined for every real `t`, but is a square root of `1 - tK`
only where `1 - tK` has no negative eigenvalue. -/
def freqMatrix (hK : K.IsHermitian) (t : ℝ) : Matrix n n ℝ :=
  (hK.eigenvectorUnitary : Matrix n n ℝ) *
    diagonal (fun i => √(1 - t * hK.eigenvalues i)) *
    star (hK.eigenvectorUnitary : Matrix n n ℝ)

/-- The trace of the frequency matrix. Where `1 - tK` has no negative eigenvalue, this is the energy
`E(t) = tr √(1 - tK)`, the sum of the coupled mode frequencies in units of the uncoupled frequency.
-/
def energy (hK : K.IsHermitian) (t : ℝ) : ℝ := (freqMatrix hK t).trace

/-- The number of soft modes: eigenvalues of `K` equal to `1`, counted with multiplicity. -/
def softModes (hK : K.IsHermitian) : ℕ :=
  (Finset.univ.filter fun i => hK.eigenvalues i = 1).card

/-- The matrix `1 - tK` is diagonal in the eigenbasis of `K`, with entries `1 - tλ`. -/
theorem one_sub_smul_eq (hK : K.IsHermitian) (t : ℝ) :
    1 - t • K = (hK.eigenvectorUnitary : Matrix n n ℝ) *
      diagonal (fun i => 1 - t * hK.eigenvalues i) *
      star (hK.eigenvectorUnitary : Matrix n n ℝ) := by
  have hU := Matrix.mem_unitaryGroup_iff.1 hK.eigenvectorUnitary.2
  have hs : K = (hK.eigenvectorUnitary : Matrix n n ℝ) * diagonal hK.eigenvalues *
      star (hK.eigenvectorUnitary : Matrix n n ℝ) := by
    have h := hK.spectral_theorem
    rw [Unitary.conjStarAlgAut_apply] at h
    exact h
  have hd : diagonal (fun i => 1 - t * hK.eigenvalues i)
      = 1 - t • diagonal hK.eigenvalues := by
    ext i j
    by_cases h : i = j
    · subst h
      simp
    · simp [h]
  rw [hd, Matrix.mul_sub, Matrix.sub_mul, Matrix.mul_one, Matrix.mul_smul, Matrix.smul_mul,
    hU, ← hs]

/-- If no eigenvalue of `K` exceeds `1` and `0 ≤ t ≤ 1`, the frequency matrix is positive
semidefinite and its square is `1 - tK`. -/
theorem freqMatrix_isSqrt (hK : K.IsHermitian) (h : ∀ i, hK.eigenvalues i ≤ 1)
    {t : ℝ} (h0 : 0 ≤ t) (h1 : t ≤ 1) :
    (freqMatrix hK t).PosSemidef ∧ freqMatrix hK t * freqMatrix hK t = 1 - t • K := by
  refine ⟨(Matrix.posSemidef_diagonal_iff.2
    fun i => Real.sqrt_nonneg _).mul_mul_conjTranspose_same _, ?_⟩
  have hU := Matrix.mem_unitaryGroup_iff'.1 hK.eigenvectorUnitary.2
  have hD : diagonal (fun i => √(1 - t * hK.eigenvalues i)) *
      diagonal (fun i => √(1 - t * hK.eigenvalues i))
      = diagonal (fun i => 1 - t * hK.eigenvalues i) := by
    rw [Matrix.diagonal_mul_diagonal]
    congr 1
    funext i
    exact Real.mul_self_sqrt (by nlinarith [mul_le_mul_of_nonneg_left (h i) h0])
  rw [one_sub_smul_eq hK t, ← hD, freqMatrix]
  generalize (hK.eigenvectorUnitary : Matrix n n ℝ) = U at hU ⊢
  generalize diagonal (fun i => √(1 - t * hK.eigenvalues i)) = D
  calc U * D * star U * (U * D * star U) = U * D * (star U * U) * D * star U := by
        noncomm_ring
    _ = U * (D * D) * star U := by rw [hU]; noncomm_ring

/-- The number of soft modes and the rank of `1 - K` add up to the number of oscillator coordinates.
-/
theorem softModes_add_rank (hK : K.IsHermitian) :
    softModes hK + (1 - K).rank = Fintype.card n := by
  have hU := Matrix.mem_unitaryGroup_iff.1 hK.eigenvectorUnitary.2
  have hd := one_sub_smul_eq hK 1
  rw [one_smul] at hd
  rw [hd, Matrix.rank_mul_eq_left_of_isUnit_det _ _ (Matrix.isUnit_det_of_left_inverse hU),
    Matrix.rank_mul_eq_right_of_isUnit_det _ _ (Matrix.isUnit_det_of_right_inverse hU),
    Matrix.rank_diagonal, softModes, Fintype.card_subtype, Finset.card_filter,
    Finset.card_filter, ← Finset.sum_add_distrib, Fintype.card_eq_sum_ones]
  refine Finset.sum_congr rfl fun i _ => ?_
  by_cases h : hK.eigenvalues i = 1
  · simp [h]
  · have h' : 1 - hK.eigenvalues i ≠ 0 := sub_ne_zero.2 (Ne.symm h)
    simp [h, h']

/-- For every real `t`, `energy` is the sum of `√(1 - tλ)` over the eigenvalues `λ` of `K`, where
`√` is Lean's real square root, equal to zero for negative arguments. -/
theorem energy_eq_sum (hK : K.IsHermitian) (t : ℝ) :
    energy hK t = ∑ i, √(1 - t * hK.eigenvalues i) := by
  have hU := Matrix.mem_unitaryGroup_iff'.1 hK.eigenvectorUnitary.2
  rw [energy, freqMatrix, Matrix.trace_mul_comm, ← Matrix.mul_assoc, hU, Matrix.one_mul,
    Matrix.trace_diagonal]

/-- If no eigenvalue of `K` exceeds `1`, then for `0 ≤ t < 1` the energy is differentiable, and
each mode contributes `-λ / (2√(1 - tλ))` to its slope. -/
theorem hasDerivAt_energy (hK : K.IsHermitian) (h : ∀ i, hK.eigenvalues i ≤ 1)
    {t : ℝ} (h0 : 0 ≤ t) (h1 : t < 1) :
    HasDerivAt (energy hK)
      (∑ i, -hK.eigenvalues i / (2 * √(1 - t * hK.eigenvalues i))) t := by
  rw [show energy hK = fun s => ∑ i, √(1 - s * hK.eigenvalues i) from
    funext (energy_eq_sum hK)]
  refine HasDerivAt.fun_sum fun i _ => ?_
  have hp : 0 < 1 - t * hK.eigenvalues i := by
    nlinarith [mul_le_mul_of_nonneg_left (h i) h0]
  have hd := (((hasDerivAt_id' t).mul_const (hK.eigenvalues i)).const_sub 1).sqrt hp.ne'
  exact hd.congr_deriv (by rw [one_mul])

/-- For one mode with `λ ≤ 1`, the slope times `√(1 - t)` tends to `-1/2` as `t` tends to `1` from
below if `λ = 1`, and to `0` otherwise. -/
theorem mode_slope_limit {l : ℝ} (hl : l ≤ 1) :
    Tendsto (fun t : ℝ => √(1 - t) * (-l / (2 * √(1 - t * l)))) (𝓝[<] 1)
      (𝓝 (if l = 1 then -1 / 2 else 0)) := by
  by_cases h : l = 1
  · -- a soft mode: the product is constant
    subst h
    rw [if_pos rfl]
    refine tendsto_const_nhds.congr' ?_
    filter_upwards [self_mem_nhdsWithin] with t ht
    have hs : √(1 - t) ≠ 0 := (Real.sqrt_pos.2 (sub_pos.2 ht)).ne'
    rw [mul_one]
    field_simp
  · -- a stable mode: its slope stays finite
    have hp : 0 < 1 - 1 * l := by
      rw [one_mul]
      exact sub_pos.2 (lt_of_le_of_ne hl h)
    have hne : 2 * √(1 - 1 * l) ≠ 0 := (mul_pos two_pos (Real.sqrt_pos.2 hp)).ne'
    have hc : ContinuousAt (fun t : ℝ => √(1 - t) * (-l / (2 * √(1 - t * l)))) 1 :=
      ContinuousAt.mul (by fun_prop) (ContinuousAt.div (by fun_prop) (by fun_prop) hne)
    have ht := hc.tendsto.mono_left (nhdsWithin_le_nhds (s := Set.Iio 1))
    rw [if_neg h]
    rwa [sub_self, Real.sqrt_zero, zero_mul] at ht

/-- Let no eigenvalue of `K` exceed `1`, and let `m` be the number of soft modes. As `t` tends to
`1` from below, `E(t)` tends to `E(1)`, while `√(1 - t) E'(t)` tends to `-m/2`. -/
theorem energy_finite_force_scaling (hK : K.IsHermitian) (h : ∀ i, hK.eigenvalues i ≤ 1) :
    Tendsto (energy hK) (𝓝[<] 1) (𝓝 (energy hK 1)) ∧
    Tendsto (fun t => √(1 - t) * deriv (energy hK) t) (𝓝[<] 1)
      (𝓝 (-(softModes hK : ℝ) / 2)) := by
  constructor
  · have hc : Continuous (energy hK) := by
      rw [show energy hK = fun s => ∑ i, √(1 - s * hK.eigenvalues i) from
        funext (energy_eq_sum hK)]
      fun_prop
    exact hc.continuousAt.tendsto.mono_left nhdsWithin_le_nhds
  · -- add up the limits of the single modes
    have hsum := tendsto_finsetSum Finset.univ fun i _ => mode_slope_limit (h i)
    have hm : ∑ i, (if hK.eigenvalues i = 1 then (-1 / 2 : ℝ) else 0)
        = -(softModes hK : ℝ) / 2 := by
      rw [softModes, ← Finset.sum_boole, ← Finset.sum_neg_distrib, Finset.sum_div]
      refine Finset.sum_congr rfl fun i _ => ?_
      split_ifs <;> norm_num
    rw [hm] at hsum
    refine hsum.congr' ?_
    filter_upwards [Ioo_mem_nhdsLT (zero_lt_one' ℝ)] with t ht
    rw [(hasDerivAt_energy hK h ht.1.le ht.2).deriv, Finset.mul_sum]

/-- If no eigenvalue of `K` exceeds `1`, the slope `E'(t)` tends to minus infinity as `t` tends to
`1` from below exactly when `1` is an eigenvalue of `K`. -/
theorem force_diverges_iff (hK : K.IsHermitian) (h : ∀ i, hK.eigenvalues i ≤ 1) :
    Tendsto (deriv (energy hK)) (𝓝[<] 1) atBot ↔ ∃ i, hK.eigenvalues i = 1 := by
  constructor
  · intro hdiv
    by_contra hno
    -- without a soft mode the slope has a finite limit
    have hc : Tendsto (fun t : ℝ => ∑ i, -hK.eigenvalues i / (2 * √(1 - t * hK.eigenvalues i)))
        (𝓝[<] 1) (𝓝 (∑ i, -hK.eigenvalues i / (2 * √(1 - 1 * hK.eigenvalues i)))) := by
      refine tendsto_finsetSum _ fun i _ => ?_
      have hp : 0 < 1 - 1 * hK.eigenvalues i := by
        rw [one_mul]
        exact sub_pos.2 (lt_of_le_of_ne (h i) fun e => hno ⟨i, e⟩)
      have hne : 2 * √(1 - 1 * hK.eigenvalues i) ≠ 0 :=
        (mul_pos two_pos (Real.sqrt_pos.2 hp)).ne'
      have hi : ContinuousAt
          (fun t : ℝ => -hK.eigenvalues i / (2 * √(1 - t * hK.eigenvalues i))) 1 :=
        ContinuousAt.div (by fun_prop) (by fun_prop) hne
      exact hi.tendsto.mono_left nhdsWithin_le_nhds
    refine not_tendsto_atBot_of_tendsto_nhds (hc.congr' ?_) hdiv
    filter_upwards [Ioo_mem_nhdsLT (zero_lt_one' ℝ)] with t ht
    exact (hasDerivAt_energy hK h ht.1.le ht.2).deriv.symm
  · rintro ⟨i, hi⟩
    have hm : 0 < softModes hK :=
      Finset.card_pos.2 ⟨i, Finset.mem_filter.2 ⟨Finset.mem_univ i, hi⟩⟩
    have hneg : -(softModes hK : ℝ) / 2 < 0 := by
      have hm' : (0 : ℝ) < softModes hK := Nat.cast_pos.2 hm
      linarith
    have hs : Tendsto (fun t : ℝ => √(1 - t)) (𝓝[<] 1) (𝓝[>] 0) := by
      refine tendsto_nhdsWithin_iff.2 ⟨?_, ?_⟩
      · have hc : ContinuousAt (fun t : ℝ => √(1 - t)) 1 := by fun_prop
        have ht := hc.tendsto.mono_left (nhdsWithin_le_nhds (s := Set.Iio 1))
        rwa [sub_self, Real.sqrt_zero] at ht
      · filter_upwards [self_mem_nhdsWithin] with t ht
        exact Real.sqrt_pos.2 (sub_pos.2 ht)
    -- divide the scaled slope by the vanishing factor
    have hprod := (tendsto_inv_nhdsGT_zero.comp hs).atTop_mul_neg hneg
      (energy_finite_force_scaling hK h).2
    refine hprod.congr' ?_
    filter_upwards [self_mem_nhdsWithin] with t ht
    have hne : √(1 - t) ≠ 0 := (Real.sqrt_pos.2 (sub_pos.2 ht)).ne'
    exact inv_mul_cancel_left₀ hne _

end

end ManyBodyDispersionInstability
```

```lean
#print axioms ManyBodyDispersionInstability.freqMatrix_isSqrt
#print axioms ManyBodyDispersionInstability.softModes_add_rank
#print axioms ManyBodyDispersionInstability.force_diverges_iff
```

```
'ManyBodyDispersionInstability.freqMatrix_isSqrt' depends on axioms: [propext, Classical.choice, Quot.sound]
'ManyBodyDispersionInstability.softModes_add_rank' depends on axioms: [propext, Classical.choice, Quot.sound]
'ManyBodyDispersionInstability.force_diverges_iff' depends on axioms: [propext, Classical.choice, Quot.sound]
```

## Reading the statements

The finite type `n` labels the oscillator coordinates, three per atom in three dimensions. Over the real numbers, `hK : K.IsHermitian` says that \(K\) is symmetric. The numbers `hK.eigenvalues i` are the \(\lambda_i\), repeated according to multiplicity, and the hypothesis `h` bounds each of them by 1. The definitions `freqMatrix`, `energy` and `softModes` stand for \(\Omega(t)\), \(E(t)\) and \(m\). The filter `𝓝[<] 1` expresses the approach to 1 from below, and `atBot` stands for minus infinity.

The main theorem, `energy_finite_force_scaling`, contains the two limits. The equivalence is `force_diverges_iff`. Neither requires 1 to be an eigenvalue; without one, the scaled slope simply tends to zero.

Two further theorems tie the definitions to their intended meaning. `freqMatrix_isSqrt` shows that the frequency matrix is positive semidefinite and squares to \(1-tK\), and `softModes_add_rank` shows that \(m\) and the rank of \(1-K\) add up to the number of coordinates.

## How the lemmas fit together

`one_sub_smul_eq` obtains the diagonal form of \(1-tK\) from Mathlib's spectral theorem. In `freqMatrix_isSqrt`, the `calc` block brings the inner product \(U^{T}U\) together and replaces it by the identity. `softModes_add_rank` removes the invertible outer factors from the rank and then counts zero and nonzero diagonal entries. `energy_eq_sum` is the trace step.

In `hasDerivAt_energy`, `nlinarith` supplies the positivity of \(1-t\lambda_i\), after which the chain rule for the square root applies to each mode. `mode_slope_limit` splits on whether the eigenvalue equals 1. The soft case is a constant function once `field_simp` has cancelled the root, and the stable case follows from continuity at \(t=1\).

The main theorem adds these limits with `tendsto_finsetSum` and uses the derivative formula on \(0<t<1\) to identify the sum with the scaled slope. For the equivalence, one direction multiplies the scaled slope by the diverging inverse root through `atTop_mul_neg`. The other assumes that there is no soft mode and contradicts the divergence with a finite limit.

## Where the eigenvalue bound matters, and the limits of the model

Take the one-by-one matrix \(K=(2)\), which violates the bound. At \(t=3/4\) we have \(1-tK=(-1/2)\), which has no real square root. Lean's real square root returns zero for negative arguments, so `freqMatrix` is the zero matrix there and its square is not \(1-tK\). What the square-root property needs at a given \(t\) is that no \(t\lambda_i\) exceeds 1. Without that, `energy` is still a number, but the matrix whose trace it takes is no longer a square root of \(1-tK\).

The theorems concern a finite matrix \(K\) that is fixed while \(t\) varies. In a general geometry step the entries of \(K\) change relative to one another, and the slope along that path needs its own analysis. Oscillators with unequal frequencies lead to the square root of a different matrix, for which the coefficient \(m/2\) should not be assumed. The theorems are about real numbers and give no bound on the rounding error of an eigensolver near \(t=1\). The divergence itself belongs to the harmonic model, and says nothing about how a real molecule or solid behaves at that geometry.
